# A density matrix that commutes with the one-particle operator can have maximal energy

To ask whether an orbital must have the lowest energy once its density matrix commutes with the one-particle operator $F$, we take the orbital to be a real vector in a finite orthonormal basis and hold $F$ fixed while the orbital turns. The index type `n` labels the basis functions.

```lean
import Mathlib

open Matrix

namespace OrbitalRotation

noncomputable section

variable {n : Type*} [Fintype n]
```

An orbital $c$ has the density matrix $P=cc^{\mathsf T}$, called `density` in the code; it is not the electron density in space. It is a projector when $c$ is normalised, a condition that the theorems state where they need it.

```lean
/-- The one-particle density matrix of a real orbital `c`: the outer product of `c` with itself. -/
def density (c : n → ℝ) : Matrix n n ℝ := Matrix.vecMulVec c c
```

An orbital $u$ is turned towards an orbital $v$ by $c(t)=\cos t\,u+\sin t\,v$. This is a true rotation if $u$ and $v$ are orthonormal, which the definition itself doesn't require. We write $P(t)$ for the density matrix of $c(t)$, so that $P(0)=uu^{\mathsf T}$.

```lean
/-- The combination `cos t • u + sin t • v`. For orthonormal `u` and `v` it is the orbital `u`
turned by the angle `t` towards `v`. -/
def rotate (u v : n → ℝ) (t : ℝ) : n → ℝ := Real.cos t • u + Real.sin t • v
```

The energy is $\operatorname{tr}(FP)$, and $E(t)$ denotes its value for $P(t)$.

```lean
/-- The energy of the orbital `c` for the one-particle operator `F`: the trace of `F` times
the density matrix. -/
def energy (F : Matrix n n ℝ) (c : n → ℝ) : ℝ := Matrix.trace (F * density c)
```

The squared distance of two density matrices is the trace of their squared difference. For symmetric matrices this is the sum of the squared entries of the difference.

```lean
/-- The squared distance of two density matrices: the trace of their squared difference. -/
def distSq (P Q : Matrix n n ℝ) : ℝ := Matrix.trace ((P - Q) * (P - Q))
```

The model describes one electron in a fixed $F$. In Hartree–Fock theory $F$ is itself built from $P$, and the step to that setting is left open: for several electrons the total energy is in general not $\operatorname{tr}(FP)$, and its curvature has further terms.

## (a) The energy as a quadratic form

Show that
$$\operatorname{tr}(F\,cc^{\mathsf T})=c\cdot Fc .$$

Written in components, the trace is $\sum_{i,j}F_{ij}c_jc_i=\sum_i c_i\,(Fc)_i$, which is the right-hand side. For normalised $c$ it is the expectation value of $F$.

In Lean, `⬝ᵥ` is the dot product and `*ᵥ` applies a matrix to a vector. The proof unfolds both sides into the double sum and compares them term by term.

```lean
/-- The energy of the orbital `c` is the quadratic form `c ⬝ᵥ F *ᵥ c`, which for normalised `c` is
the expectation value of `F`. -/
theorem energy_eq_dot (F : Matrix n n ℝ) (c : n → ℝ) : energy F c = c ⬝ᵥ F *ᵥ c := by
  simp only [energy, density, Matrix.trace, Matrix.diag_apply, Matrix.mul_apply,
    Matrix.vecMulVec_apply, Matrix.mulVec, dotProduct, Finset.mul_sum]
  exact Finset.sum_congr rfl fun i _ => Finset.sum_congr rfl fun j _ => by ring
```

## (b) The energy along a rotation

For symmetric $F$, show that
$$E(t)=\cos^2 t\;u\cdot Fu+2\sin t\cos t\;v\cdot Fu+\sin^2 t\;v\cdot Fv .$$

Insert $c(t)$ into (a) and expand. The mixed terms are $\sin t\cos t\,(u\cdot Fv+v\cdot Fu)$, and symmetry gives $u\cdot Fv=v\cdot Fu$.

The code proves this symmetry as `hs`, expands by linearity and collects terms with `ring`. Neither orbital has to be normalised.

```lean
/-- For symmetric `F`, the energy of `cos t • u + sin t • v` is the sum of the quadratic forms
`u ⬝ᵥ F *ᵥ u` and `v ⬝ᵥ F *ᵥ v` and the coupling `v ⬝ᵥ F *ᵥ u`, with the weights `cos² t`, `sin² t`
and `2 sin t cos t`. -/
theorem energy_rotate {F : Matrix n n ℝ} (hF : F.IsSymm) (u v : n → ℝ) (t : ℝ) :
    energy F (rotate u v t) = Real.cos t ^ 2 * (u ⬝ᵥ F *ᵥ u)
      + Real.sin t * Real.cos t * (2 * (v ⬝ᵥ F *ᵥ u)) + Real.sin t ^ 2 * (v ⬝ᵥ F *ᵥ v) := by
  have hs : u ⬝ᵥ F *ᵥ v = v ⬝ᵥ F *ᵥ u := by
    rw [Matrix.dotProduct_mulVec, ← Matrix.mulVec_transpose, hF.eq, dotProduct_comm]
  rw [energy_eq_dot]
  simp only [rotate, Matrix.mulVec_add, Matrix.mulVec_smul, add_dotProduct, dotProduct_add,
    smul_dotProduct, dotProduct_smul, smul_eq_mul, hs]
  ring
```

## (c) The slope at the start

For symmetric $F$, show that
$$E'(0)=2\,v\cdot Fu .$$

Differentiating (b) gives
$$E'(t)=2\sin t\cos t\,(v\cdot Fv-u\cdot Fu)+2(\cos^2 t-\sin^2 t)\,v\cdot Fu ,$$
and at $t=0$ only the coupling between the two orbitals survives.

`HasDerivAt f a x` says that `f` has derivative `a` at `x`. The proof assembles `h` from the derivatives of sine and cosine by the product and power rules, then simplifies at zero.

```lean
/-- For symmetric `F`, the slope of the energy at the start of a rotation is twice the coupling
between the two orbitals. -/
theorem hasDerivAt_energy {F : Matrix n n ℝ} (hF : F.IsSymm) (u v : n → ℝ) :
    HasDerivAt (fun t => energy F (rotate u v t)) (2 * (v ⬝ᵥ F *ᵥ u)) 0 := by
  have hc := Real.hasDerivAt_cos 0
  have hs := Real.hasDerivAt_sin 0
  have h := (((hc.fun_pow 2).mul_const (u ⬝ᵥ F *ᵥ u)).fun_add
    ((hs.fun_mul hc).mul_const (2 * (v ⬝ᵥ F *ᵥ u)))).fun_add
    ((hs.fun_pow 2).mul_const (v ⬝ᵥ F *ᵥ v))
  rw [funext fun t => energy_rotate hF u v t]
  exact h.congr_deriv (by simp)
```

## (d) Eigenvectors give commuting density matrices

Let $F$ be symmetric and $Fu=e\,u$. Show that
$$F\,uu^{\mathsf T}=uu^{\mathsf T}F .$$

The left side is $(Fu)u^{\mathsf T}=e\,uu^{\mathsf T}$. The right side is $u(Fu)^{\mathsf T}=e\,uu^{\mathsf T}$, where symmetry has been used. In the code, `hl` is the eigenvalue equation with $u$ acting from the left.

```lean
/-- The density matrix of an eigenvector of a symmetric `F` commutes with `F`. -/
theorem commute_of_eigen {F : Matrix n n ℝ} (hF : F.IsSymm) {u : n → ℝ} {e : ℝ}
    (hu : F *ᵥ u = e • u) : F * density u = density u * F := by
  have hl : u ᵥ* F = e • u := by rw [← Matrix.mulVec_transpose, hF.eq, hu]
  rw [density, Matrix.mul_vecMulVec, Matrix.vecMulVec_mul, hu, hl]
  ext i j
  simp only [Matrix.vecMulVec_apply, Pi.smul_apply, smul_eq_mul]
  ring
```

## (e) Stationarity and the commutator

Let $F$ be symmetric and $u$ normalised. Show that
$$E'(0)=0\ \text{ for all } v \text{ with } v\cdot v=1,\ u\cdot v=0\quad\Longleftrightarrow\quad FP(0)=P(0)F .$$

Suppose that every such slope vanishes. The residual $w=Fu-(u\cdot Fu)\,u$ is orthogonal to $u$, hence $w\cdot w=w\cdot Fu$. If $w\neq0$, then $v=w/|w|$ is an allowed orbital, and (c) gives $E'(0)=2\,w\cdot Fu/|w|=2|w|>0$, a contradiction. So $w=0$, $u$ is an eigenvector, and (d) gives the commutation.

Conversely, apply $FP(0)=P(0)F$ to $u$. Since $P(0)x=(u\cdot x)\,u$, this yields $Fu=(u\cdot Fu)\,u$. Then $E'(0)=2(u\cdot Fu)(v\cdot u)=0$.

The code calls the norm of the residual `r` and obtains the contradiction from the uniqueness of the derivative. In the converse, `hP` is the action of $P(0)$ and `h1` the eigenvalue equation.

Self-consistent-field programs commonly monitor the commutator of $F$ and $P$. For one orbital and fixed $F$, its vanishing means that the energy is stationary; part (g) shows that this need not be a minimum.

```lean
/-- For symmetric `F` and a normalised orbital `u`, the energy is stationary under rotation into
every normalised orbital orthogonal to `u` exactly when `F` commutes with the density matrix. -/
theorem stationary_iff_commute {F : Matrix n n ℝ} (hF : F.IsSymm) {u : n → ℝ}
    (hu : u ⬝ᵥ u = 1) :
    (∀ v : n → ℝ, v ⬝ᵥ v = 1 → u ⬝ᵥ v = 0 →
      HasDerivAt (fun t => energy F (rotate u v t)) 0 0) ↔
    F * density u = density u * F := by
  constructor
  · intro h
    -- the residual of the eigenvalue equation is orthogonal to `u`
    obtain ⟨w, hw⟩ : ∃ w, w = F *ᵥ u - (u ⬝ᵥ F *ᵥ u) • u := ⟨_, rfl⟩
    have huw : u ⬝ᵥ w = 0 := by
      rw [hw, dotProduct_sub, dotProduct_smul, hu, smul_eq_mul]
      ring
    have hww : w ⬝ᵥ w = w ⬝ᵥ F *ᵥ u := by
      have h1 : w ⬝ᵥ w = w ⬝ᵥ (F *ᵥ u - (u ⬝ᵥ F *ᵥ u) • u) :=
        congrArg (fun x => w ⬝ᵥ x) hw
      rw [h1, dotProduct_sub, dotProduct_smul, dotProduct_comm w u, huw, smul_zero, sub_zero]
    have w0 : w = 0 := by
      by_contra hne
      have hpos : 0 < w ⬝ᵥ w :=
        lt_of_le_of_ne (Finset.sum_nonneg fun i _ => mul_self_nonneg (w i))
          (fun h0 => hne (dotProduct_self_eq_zero.mp h0.symm))
      obtain ⟨r, hr, hr2⟩ : ∃ r : ℝ, 0 < r ∧ r * r = w ⬝ᵥ w :=
        ⟨√(w ⬝ᵥ w), Real.sqrt_pos.mpr hpos, Real.mul_self_sqrt hpos.le⟩
      have hr' := hr.ne'
      -- rotating into the normalised residual would change the energy at first order
      have hd := h (r⁻¹ • w)
        (by rw [smul_dotProduct, dotProduct_smul, smul_eq_mul, smul_eq_mul, ← hr2]; field_simp)
        (by rw [dotProduct_smul, huw, smul_zero])
      have h2 := (hasDerivAt_energy hF u (r⁻¹ • w)).unique hd
      rw [smul_dotProduct, ← hww, smul_eq_mul] at h2
      have h3 : 0 < 2 * (r⁻¹ * (w ⬝ᵥ w)) := by positivity
      linarith
    exact commute_of_eigen hF (sub_eq_zero.mp (hw.symm.trans w0))
  · intro h v _ huv
    have hP : ∀ x : n → ℝ, density u *ᵥ x = (u ⬝ᵥ x) • u := by
      intro x
      ext i
      simp only [density, Matrix.mulVec, dotProduct, Matrix.vecMulVec_apply, Pi.smul_apply,
        smul_eq_mul, Finset.sum_mul]
      exact Finset.sum_congr rfl fun j _ => by ring
    -- commutation makes `u` an eigenvector
    have h1 : F *ᵥ u = (u ⬝ᵥ F *ᵥ u) • u := by
      have h2 := congrArg (fun M => M *ᵥ u) h
      simp only [← Matrix.mulVec_mulVec, hP, hu, one_smul] at h2
      exact h2
    refine (hasDerivAt_energy hF u v).congr_deriv ?_
    rw [h1, dotProduct_smul, dotProduct_comm v u, huv, smul_zero, mul_zero]
```

## (f) How far the density matrix moves

For orthonormal $u$ and $v$, show that
$$\operatorname{tr}\big((P(t)-P(0))^2\big)=2\sin^2 t .$$

For any two orbitals, $\operatorname{tr}(aa^{\mathsf T}bb^{\mathsf T})=(a\cdot b)^2$. Here $c(t)$ and $u$ are normalised and $c(t)\cdot u=\cos t$. Expanding the square gives $1-2\cos^2 t+1=2\sin^2 t$.

The overlap rule is `ov` in the code; `hcc` and `hcu` supply the norm and the overlap.

```lean
/-- Rotating between orthonormal orbitals by the angle `t` moves the density matrix by the
squared distance `2 sin² t`. -/
theorem distSq_rotate {u v : n → ℝ} (hu : u ⬝ᵥ u = 1) (hv : v ⬝ᵥ v = 1) (huv : u ⬝ᵥ v = 0)
    (t : ℝ) : distSq (density (rotate u v t)) (density u) = 2 * Real.sin t ^ 2 := by
  -- the trace of a product of two density matrices is the squared overlap of their orbitals
  have ov : ∀ a b : n → ℝ, Matrix.trace (density a * density b) = (a ⬝ᵥ b) ^ 2 := by
    intro a b
    simp only [density, Matrix.trace, Matrix.diag_apply, Matrix.mul_apply,
      Matrix.vecMulVec_apply, dotProduct, sq, Finset.sum_mul_sum]
    exact Finset.sum_congr rfl fun i _ => Finset.sum_congr rfl fun j _ => by ring
  have hvu : v ⬝ᵥ u = 0 := by rw [dotProduct_comm, huv]
  have hcu : rotate u v t ⬝ᵥ u = Real.cos t := by
    simp [rotate, add_dotProduct, smul_dotProduct, hu, hvu]
  have huc : u ⬝ᵥ rotate u v t = Real.cos t := by rw [dotProduct_comm, hcu]
  have hcc : rotate u v t ⬝ᵥ rotate u v t = 1 := by
    simp only [rotate, add_dotProduct, dotProduct_add, smul_dotProduct, dotProduct_smul,
      smul_eq_mul, hu, hv, huv, hvu]
    linear_combination Real.sin_sq_add_cos_sq t
  simp only [distSq, Matrix.sub_mul, Matrix.mul_sub, Matrix.trace_sub, ov, hcc, hcu, huc, hu]
  linear_combination (-2) * Real.sin_sq_add_cos_sq t
```

## (g) A commuting density matrix at the top

Let $F$ be symmetric, with normalised eigenvectors $Fu=e_1u$ and $Fv=e_2v$, where $e_2<e_1$. The occupied level $e_1$ is thus the higher one, against the usual numbering by increasing energy. Show that $P(0)$ commutes with $F$ and that, for every $t$,
$$E(t)=e_1+(e_2-e_1)\sin^2 t\le E(0),\qquad E(t)=E(0)\iff P(t)=P(0).$$

Commutation is (d). Symmetry gives $e_2\,u\cdot v=u\cdot Fv=v\cdot Fu=e_1\,u\cdot v$, so $u\cdot v=0$ because the levels differ. The coupling in (b) then vanishes, leaving $E(t)=e_1\cos^2 t+e_2\sin^2 t$, which is the stated formula. Its second term is never positive, and $E(0)=e_1$.

Equality forces $\sin t=0$, so $\cos t=\pm1$, $c(t)=\pm u$ and $P(t)=P(0)$. Equal density matrices conversely have equal energies.

The proof derives orthogonality as `hvu`, the formula as `hE` and the starting energy as `h0`. The inequality follows from $(e_1-e_2)\sin^2 t\ge0$, which is handed to `nlinarith`.

```lean
/-- Let `u` and `v` be normalised eigenvectors of a symmetric `F` with levels `e2 < e1`. The density
matrix of `u` commutes with `F`, yet its energy is the highest along the rotation towards `v`,
and it is reached only where the density matrix is that of `u`. -/
theorem commutes_yet_maximal {F : Matrix n n ℝ} (hF : F.IsSymm) {u v : n → ℝ} {e1 e2 : ℝ}
    (hu : u ⬝ᵥ u = 1) (hv : v ⬝ᵥ v = 1) (hFu : F *ᵥ u = e1 • u) (hFv : F *ᵥ v = e2 • v)
    (he : e2 < e1) :
    F * density u = density u * F ∧ ∀ t : ℝ,
      energy F (rotate u v t) = e1 + (e2 - e1) * Real.sin t ^ 2 ∧
      energy F (rotate u v t) ≤ energy F u ∧
      (energy F (rotate u v t) = energy F u ↔ density (rotate u v t) = density u) := by
  refine ⟨commute_of_eigen hF hFu, fun t => ?_⟩
  -- eigenvectors of different levels are orthogonal
  have hvu : v ⬝ᵥ u = 0 := by
    have h1 : u ⬝ᵥ F *ᵥ v = v ⬝ᵥ F *ᵥ u := by
      rw [Matrix.dotProduct_mulVec, ← Matrix.mulVec_transpose, hF.eq, dotProduct_comm]
    rw [hFu, hFv, dotProduct_smul, dotProduct_smul, dotProduct_comm u v, smul_eq_mul,
      smul_eq_mul] at h1
    have h2 : (e2 - e1) * (v ⬝ᵥ u) = 0 := by linear_combination h1
    exact (mul_eq_zero.mp h2).resolve_left (sub_ne_zero.mpr he.ne)
  have hE : energy F (rotate u v t) = e1 + (e2 - e1) * Real.sin t ^ 2 := by
    rw [energy_rotate hF, hFu, hFv]
    simp only [dotProduct_smul, smul_eq_mul, hu, hv, hvu]
    linear_combination e1 * Real.sin_sq_add_cos_sq t
  have h0 : energy F u = e1 := by
    rw [energy_eq_dot, hFu, dotProduct_smul, hu, smul_eq_mul, mul_one]
  refine ⟨hE, ?_, fun h => ?_, fun h => by rw [energy, energy, h]⟩
  · rw [hE, h0]
    nlinarith [mul_nonneg (sub_nonneg.mpr he.le) (sq_nonneg (Real.sin t))]
  · -- equal energy forces `sin t = 0`, so the orbital changes at most its sign
    rw [hE, h0] at h
    have h1 : (e2 - e1) * Real.sin t ^ 2 = 0 := by linear_combination h
    have h2 := (mul_eq_zero.mp h1).resolve_left (sub_ne_zero.mpr he.ne)
    have hs : Real.sin t = 0 := by nlinarith
    have hc : Real.cos t ^ 2 = 1 := by linear_combination Real.sin_sq_add_cos_sq t - h2
    ext i j
    simp only [density, Matrix.vecMulVec_apply, rotate, Pi.add_apply, Pi.smul_apply,
      smul_eq_mul, hs]
    linear_combination (u i * u j) * hc
```

It would be wrong to state the equality case as $t=0$, or as $c(t)=u$. At $t=\pi$ the orbital is $-u$, with the same density matrix and the same energy.

## (h) The two-level formulas

Take $c(t)=(\cos t,\sin t)$ and $F=\operatorname{diag}(e_1,e_2)$, with the levels in any order. Show that
$$\operatorname{tr}\big((P(t)-P(0))^2\big)=2\sin^2 t,\qquad \operatorname{tr}(FP(t))=e_1+(e_2-e_1)\sin^2 t .$$

The first formula is (f) with $u=(1,0)$ and $v=(0,1)$. For the second, (a) gives $e_1\cos^2 t+e_2\sin^2 t$, and $\cos^2 t=1-\sin^2 t$ finishes the calculation.

The code writes vectors as `![a, b]`. It identifies $c(t)$ with the rotated orbital in `hr` before using `distSq_rotate`.

```lean
/-- For the orbital `(cos t, sin t)` and `F = diag(e1, e2)`, the squared distance from the
starting density matrix is `2 sin² t` and the energy is `e1 + (e2 - e1) sin² t`. -/
theorem two_level_formulas (e1 e2 t : ℝ) :
    distSq (density ![Real.cos t, Real.sin t]) (density ![1, 0]) = 2 * Real.sin t ^ 2 ∧
    energy (Matrix.diagonal ![e1, e2]) ![Real.cos t, Real.sin t]
      = e1 + (e2 - e1) * Real.sin t ^ 2 := by
  constructor
  · have hr : rotate ![1, 0] ![0, 1] t = ![Real.cos t, Real.sin t] := by
      ext i
      fin_cases i <;> simp [rotate]
    rw [← hr]
    apply distSq_rotate <;> simp [dotProduct, Fin.sum_univ_two]
  · rw [energy_eq_dot]
    simp only [dotProduct, Fin.sum_univ_two, Matrix.mulVec_diagonal, Matrix.cons_val_zero,
      Matrix.cons_val_one]
    linear_combination e1 * Real.sin_sq_add_cos_sq t
```

For $e_1=2$, $e_2=-1$ and $t=\pi/6$, the orbital is $(\sqrt3/2,\,1/2)$. Its energy is $2\cdot\tfrac34-\tfrac14=\tfrac54$, and the formula gives $2-3\cdot\tfrac14=\tfrac54$. The difference $P(t)-P(0)$ has diagonal entries $-\tfrac14,\tfrac14$ and off-diagonal entries $\tfrac{\sqrt3}{4}$. Its squared entries add up to $\tfrac12=2\sin^2(\pi/6)$.

## (i) The maximum over all real orbitals

Let $F=\operatorname{diag}(e_1,e_2)$ with $e_2<e_1$. Show that the density matrix of $(1,0)$ commutes with $F$ and that every normalised $c=(c_0,c_1)$ satisfies
$$c\cdot Fc\le e_1 ,$$
where $e_1$ is the energy of $(1,0)$.

Since $(1,0)$ is an eigenvector, (d) gives the commutation. With $c_0^2+c_1^2=1$,
$$c\cdot Fc=e_1c_0^2+e_2c_1^2=e_1-(e_1-e_2)\,c_1^2\le e_1 .$$

Components are numbered from zero, as in Lean, so $e_1$ belongs to $c_0$. The final `nlinarith` receives the two facts used here: $(e_1-e_2)c_1^2\ge0$ and the normalisation multiplied by $e_1$.

```lean
/-- For `F = diag(e1, e2)` with `e2 < e1`, the density matrix of the first orbital commutes with
`F`, and its energy is the highest among all normalised real orbitals. -/
theorem two_level_maximum {e1 e2 : ℝ} (he : e2 < e1) :
    Matrix.diagonal ![e1, e2] * density ![1, 0] = density ![1, 0] * Matrix.diagonal ![e1, e2] ∧
    ∀ c : Fin 2 → ℝ, c ⬝ᵥ c = 1 →
      energy (Matrix.diagonal ![e1, e2]) c ≤ energy (Matrix.diagonal ![e1, e2]) ![1, 0] := by
  constructor
  · apply commute_of_eigen (e := e1) (Matrix.diagonal_transpose _)
    ext i
    fin_cases i <;> simp [Matrix.mulVec_diagonal]
  · intro c hc
    rw [energy_eq_dot, energy_eq_dot]
    simp only [dotProduct, Fin.sum_univ_two, Matrix.mulVec_diagonal, Matrix.cons_val_zero,
      Matrix.cons_val_one] at hc ⊢
    nlinarith [mul_nonneg (sub_nonneg.mpr he.le) (sq_nonneg (c 1)), congrArg (e1 * ·) hc]

end

end OrbitalRotation
```

```lean
#print axioms OrbitalRotation.stationary_iff_commute
-- 'OrbitalRotation.stationary_iff_commute' depends on axioms: [propext, Classical.choice, Quot.sound]
#print axioms OrbitalRotation.commutes_yet_maximal
-- 'OrbitalRotation.commutes_yet_maximal' depends on axioms: [propext, Classical.choice, Quot.sound]
#print axioms OrbitalRotation.two_level_formulas
-- 'OrbitalRotation.two_level_formulas' depends on axioms: [propext, Classical.choice, Quot.sound]
#print axioms OrbitalRotation.two_level_maximum
-- 'OrbitalRotation.two_level_maximum' depends on axioms: [propext, Classical.choice, Quot.sound]
```
